# Average phase of the one-site Hubbard weight in a Gaussian charge field, and its decay over decoupled sites

For real \(m\) and a complex field \(\varphi\), let \(D(\varphi)=(1+e^{m+i\varphi})^2\). For a real, centred normal field of variance \(a\ge 0\), let \(\langle\cdot\rangle\) denote the mean and \(S=\langle D\rangle/\langle|D|\rangle\) the average phase.

```lean
import Mathlib

open MeasureTheory ProbabilityTheory Filter
open Complex (I)
open scoped NNReal

namespace HubbardPhaseProblem

noncomputable section

/-- The one-site Hubbard weight `(1 + exp (m + i φ))²` at a complex auxiliary field `φ`. -/
def weight (m : ℝ) (φ : ℂ) : ℂ := (1 + Complex.exp (m + I * φ)) ^ 2

/-- The average phase of one site: the mean weight divided by the mean modulus of the weight,
for a centred normal field of variance `a`. -/
def averagePhase (m : ℝ) (a : ℝ≥0) : ℂ :=
  (∫ φ : ℝ, weight m φ ∂(gaussianReal 0 a)) /
    ((∫ φ : ℝ, ‖weight m φ‖ ∂(gaussianReal 0 a) : ℝ) : ℂ)

/-- The average phase of `N` decoupled sites with independent centred normal fields of
variance `a`; the total weight is the product of the one-site weights. -/
def latticePhase (m : ℝ) (a : ℝ≥0) (N : ℕ) : ℂ :=
  (∫ φ : Fin N → ℝ, ∏ i, weight m (φ i) ∂(Measure.pi fun _ => gaussianReal 0 a)) /
    ((∫ φ : Fin N → ℝ, ‖∏ i, weight m (φ i)‖
      ∂(Measure.pi fun _ => gaussianReal 0 a) : ℝ) : ℂ)

/-- The weight vanishes exactly at the complex fields `φ = i m + (2k + 1) π`, `k` an integer. -/
theorem weight_eq_zero_iff (m : ℝ) (φ : ℂ) :
    weight m φ = 0 ↔ ∃ k : ℤ, φ = I * m + (2 * k + 1) * Real.pi := by
  have h : weight m φ = 0 ↔ Complex.exp (m + I * φ) = Complex.exp (Real.pi * I) := by
    unfold weight
    rw [Complex.exp_pi_mul_I, pow_eq_zero_iff two_ne_zero]
    constructor
    · intro h
      linear_combination h
    · intro h
      linear_combination h
  -- two exponentials agree when the exponents differ by a multiple of 2πi
  rw [h, Complex.exp_eq_exp_iff_exists_int]
  constructor
  · rintro ⟨k, hk⟩
    exact ⟨k, by linear_combination (-I) * hk + (φ - (2 * k + 1) * Real.pi) * Complex.I_sq⟩
  · rintro ⟨k, hk⟩
    exact ⟨k, by linear_combination I * hk + (m : ℂ) * Complex.I_sq⟩

/-- On the real field axis the modulus of the weight is `1 + 2 exp(m) cos φ + exp(2m)`. -/
theorem norm_weight (m φ : ℝ) :
    ‖weight m φ‖ = 1 + 2 * Real.exp m * Real.cos φ + Real.exp (2 * m) := by
  have h2 : Real.exp (2 * m) = Real.exp m ^ 2 := by
    rw [two_mul, Real.exp_add, sq]
  unfold weight
  rw [norm_pow, Complex.sq_norm, Complex.normSq_apply, h2]
  simp only [Complex.add_re, Complex.add_im, Complex.one_re, Complex.one_im, Complex.exp_re,
    Complex.exp_im, Complex.mul_re, Complex.mul_im, Complex.I_re, Complex.I_im,
    Complex.ofReal_re, Complex.ofReal_im, zero_mul, one_mul, mul_zero, sub_zero, add_zero,
    zero_add]
  linear_combination Real.exp m ^ 2 * Real.sin_sq_add_cos_sq φ

/-- The mean of the Fourier mode `exp(i t φ)` over a centred normal field of variance `a`
is `exp(-a t² / 2)`. -/
theorem mean_mode (a : ℝ≥0) (t : ℝ) :
    ∫ φ : ℝ, Complex.exp (t * φ * I) ∂(gaussianReal 0 a)
      = (Real.exp (-(a * t ^ 2 / 2)) : ℂ) := by
  have h := charFun_gaussianReal (μ := 0) (v := a) t
  rw [charFun_apply_real] at h
  rw [h, Complex.ofReal_exp]
  congr 1
  push_cast
  ring

/-- The Gaussian mean of a constant plus two Fourier modes, term by term. -/
theorem mean_modes (a : ℝ≥0) (c₀ c₁ c₂ : ℂ) (s t : ℝ) :
    ∫ φ : ℝ, (c₀ + c₁ * Complex.exp (s * φ * I) + c₂ * Complex.exp (t * φ * I))
        ∂(gaussianReal 0 a)
      = c₀ + c₁ * (Real.exp (-(a * s ^ 2 / 2)) : ℂ)
        + c₂ * (Real.exp (-(a * t ^ 2 / 2)) : ℂ) := by
  -- each mode is continuous and has modulus one, hence is integrable
  have hint : ∀ r : ℝ, Integrable (fun φ : ℝ => Complex.exp (r * φ * I))
      (gaussianReal 0 a) := by
    intro r
    refine Integrable.of_bound (Continuous.aestronglyMeasurable (by fun_prop)) 1
      (ae_of_all _ fun φ => ?_)
    rw [← Complex.ofReal_mul, Complex.norm_exp_ofReal_mul_I]
  have h0 : Integrable (fun _ : ℝ => c₀) (gaussianReal 0 a) := integrable_const c₀
  have h1 := (hint s).const_mul c₁
  have h2 := (hint t).const_mul c₂
  have h01 : Integrable (fun φ : ℝ => c₀ + c₁ * Complex.exp (s * φ * I))
      (gaussianReal 0 a) := h0.add h1
  rw [integral_add h01 h2, integral_add h0 h1, integral_const_mul, integral_const_mul,
    mean_mode, mean_mode]
  simp

/-- The mean weight is `1 + 2 exp(m - a/2) + exp(2m - 2a)`. -/
theorem mean_weight (m : ℝ) (a : ℝ≥0) :
    ∫ φ : ℝ, weight m φ ∂(gaussianReal 0 a)
      = ((1 + 2 * Real.exp (m - a / 2) + Real.exp (2 * m - 2 * a) : ℝ) : ℂ) := by
  have h : ∀ φ : ℝ, weight m φ = 1 + ((2 * Real.exp m : ℝ) : ℂ)
      * Complex.exp (((1 : ℝ) : ℂ) * φ * I)
      + ((Real.exp (2 * m) : ℝ) : ℂ) * Complex.exp (((2 : ℝ) : ℂ) * φ * I) := by
    intro φ
    have e1 : Complex.exp (m + I * φ) = Complex.exp m * Complex.exp (φ * I) := by
      rw [← Complex.exp_add]
      congr 1
      ring
    have e2 : Complex.exp (2 * φ * I) = Complex.exp (φ * I) ^ 2 := by
      rw [sq, ← Complex.exp_add]
      congr 1
      ring
    have e3 : Complex.exp (2 * m) = Complex.exp m ^ 2 := by
      rw [sq, ← Complex.exp_add]
      congr 1
      ring
    unfold weight
    rw [e1]
    push_cast
    rw [one_mul, e2, e3]
    ring
  have k1 : Real.exp (m - a / 2) = Real.exp m * Real.exp (-(a * 1 ^ 2 / 2)) := by
    rw [← Real.exp_add]
    congr 1
    ring
  have k2 : Real.exp (2 * m - 2 * a) = Real.exp (2 * m) * Real.exp (-(a * 2 ^ 2 / 2)) := by
    rw [← Real.exp_add]
    congr 1
    ring
  simp only [h]
  rw [mean_modes, k1, k2]
  push_cast
  ring

/-- The mean modulus of the weight is `1 + 2 exp(m - a/2) + exp(2m)`. -/
theorem mean_norm_weight (m : ℝ) (a : ℝ≥0) :
    ∫ φ : ℝ, ‖weight m φ‖ ∂(gaussianReal 0 a)
      = 1 + 2 * Real.exp (m - a / 2) + Real.exp (2 * m) := by
  -- the cosine is split into the modes with t = 1 and t = -1
  have h : ∀ φ : ℝ, ((‖weight m φ‖ : ℝ) : ℂ) = ((1 + Real.exp (2 * m) : ℝ) : ℂ)
      + ((Real.exp m : ℝ) : ℂ) * Complex.exp (((1 : ℝ) : ℂ) * φ * I)
      + ((Real.exp m : ℝ) : ℂ) * Complex.exp (((-1 : ℝ) : ℂ) * φ * I) := by
    intro φ
    rw [norm_weight]
    push_cast
    rw [Complex.cos, show (-1 : ℂ) * φ * I = -φ * I by ring, one_mul]
    ring
  have k1 : Real.exp (m - a / 2) = Real.exp m * Real.exp (-(a / 2)) := by
    rw [← Real.exp_add]
    congr 1
  rw [← Complex.ofReal_inj, ← integral_complex_ofReal]
  simp only [h]
  rw [mean_modes, k1, show (a : ℝ) * 1 ^ 2 / 2 = a / 2 by ring,
    show (a : ℝ) * (-1) ^ 2 / 2 = a / 2 by ring]
  push_cast
  ring

/-- For positive variance, the average phase of the one-site Hubbard weight in closed form, and the
fact that this value lies strictly between zero and one. -/
theorem average_phase (m : ℝ) (a : ℝ≥0) (ha : 0 < a) :
    averagePhase m a = (((1 + 2 * Real.exp (m - a / 2) + Real.exp (2 * m - 2 * a)) /
        (1 + 2 * Real.exp (m - a / 2) + Real.exp (2 * m)) : ℝ) : ℂ) ∧
    0 < (1 + 2 * Real.exp (m - a / 2) + Real.exp (2 * m - 2 * a)) /
        (1 + 2 * Real.exp (m - a / 2) + Real.exp (2 * m)) ∧
    (1 + 2 * Real.exp (m - a / 2) + Real.exp (2 * m - 2 * a)) /
        (1 + 2 * Real.exp (m - a / 2) + Real.exp (2 * m)) < 1 := by
  have ha' : (0 : ℝ) < a := by exact_mod_cast ha
  refine ⟨?_, by positivity, ?_⟩
  · unfold averagePhase
    rw [mean_weight, mean_norm_weight, Complex.ofReal_div]
  · rw [div_lt_one (by positivity)]
    have h : Real.exp (2 * m - 2 * a) < Real.exp (2 * m) :=
      Real.exp_lt_exp.mpr (by linarith)
    linarith

/-- For positive variance `a` and every real `m`, the real part of the average phase of one site
exceeds `exp(-2a)`. -/
theorem exp_lt_average_phase (m : ℝ) (a : ℝ≥0) (ha : 0 < a) :
    Real.exp (-2 * a) < (averagePhase m a).re := by
  have ha' : (0 : ℝ) < a := by exact_mod_cast ha
  rw [(average_phase m a ha).1, Complex.ofReal_re, lt_div_iff₀ (by positivity)]
  have h : Real.exp (2 * m - 2 * a) = Real.exp (-2 * a) * Real.exp (2 * m) := by
    rw [← Real.exp_add]
    congr 1
    ring
  have h1 : Real.exp (-2 * a) < 1 := Real.exp_lt_one_iff.mpr (by linarith)
  have h2 : 0 < 1 + 2 * Real.exp (m - a / 2) := by positivity
  rw [h]
  nlinarith [mul_pos (sub_pos.2 h1) h2]

/-- For positive variance, the average phase of `N` decoupled sites is the `N`-th power of the
one-site value, and it tends to zero as `N` grows. -/
theorem lattice_phase_decay (m : ℝ) (a : ℝ≥0) (ha : 0 < a) :
    (∀ N, latticePhase m a N = averagePhase m a ^ N) ∧
    Tendsto (latticePhase m a) atTop (nhds 0) := by
  have hpow : ∀ N, latticePhase m a N = averagePhase m a ^ N := by
    intro N
    -- independence of the fields factorises both integrals
    have h1 : ∫ φ : Fin N → ℝ, ∏ i, weight m (φ i) ∂(Measure.pi fun _ => gaussianReal 0 a)
        = ∏ _i : Fin N, ∫ x : ℝ, weight m x ∂(gaussianReal 0 a) :=
      integral_fintype_prod_eq_prod (fun (_ : Fin N) (x : ℝ) => weight m x)
    have h2 : ∫ φ : Fin N → ℝ, ∏ i, ‖weight m (φ i)‖
          ∂(Measure.pi fun _ => gaussianReal 0 a)
        = ∏ _i : Fin N, ∫ x : ℝ, ‖weight m x‖ ∂(gaussianReal 0 a) :=
      integral_fintype_prod_eq_prod (fun (_ : Fin N) (x : ℝ) => ‖weight m x‖)
    unfold latticePhase averagePhase
    simp only [norm_prod]
    rw [h1, h2, Finset.prod_const, Finset.prod_const, Finset.card_univ, Fintype.card_fin,
      Complex.ofReal_pow, div_pow]
  refine ⟨hpow, ?_⟩
  obtain ⟨h, hpos, hlt⟩ := average_phase m a ha
  have hnorm : ‖averagePhase m a‖ < 1 := by
    rw [h, Complex.norm_real, Real.norm_of_nonneg hpos.le]
    exact hlt
  rw [funext hpow]
  exact tendsto_pow_atTop_nhds_zero_of_norm_lt_one hnorm

end

end HubbardPhaseProblem
```

```lean
#print axioms HubbardPhaseProblem.weight_eq_zero_iff
-- 'HubbardPhaseProblem.weight_eq_zero_iff' depends on axioms: [propext, Classical.choice, Quot.sound]
#print axioms HubbardPhaseProblem.exp_lt_average_phase
-- 'HubbardPhaseProblem.exp_lt_average_phase' depends on axioms: [propext, Classical.choice, Quot.sound]
#print axioms HubbardPhaseProblem.lattice_phase_decay
-- 'HubbardPhaseProblem.lattice_phase_decay' depends on axioms: [propext, Classical.choice, Quot.sound]
```

## The Hubbard atom behind the weight

Take a single site with \(H=U n_\uparrow n_\downarrow-\mu n\), where \(n=n_\uparrow+n_\downarrow\), \(U>0\) is the repulsion and \(\mu\) the chemical potential. Each spin occupation is 0 or 1, so \(n_\uparrow n_\downarrow=(n^2-n)/2\). At inverse temperature \(\beta\),

\[
-\beta H=-\tfrac{a}{2}n^2+m\,n,\qquad a=\beta U,\qquad m=\beta\left(\mu+\tfrac{U}{2}\right).
\]

The quadratic term is a Gaussian average, \(e^{-an^2/2}=\langle e^{i\varphi n}\rangle\). Once the field is fixed the two spins are independent, and each contributes a factor \(1+e^{m+i\varphi}\) to the trace. The partition function is therefore \(\langle D\rangle\). The variance \(a\) measures the interaction strength relative to temperature, and \(m\) is the shifted chemical potential \(\mu+U/2\) multiplied by \(\beta\). The average phase depends on this choice of decoupling, in which the field couples to \(n\) and half filling, \(\mu=U/2\), corresponds to \(m=a\). A field coupled to \(n-1\) instead gives, at half filling and up to a positive constant, the weight \(e^{-i\varphi}(1+e^{i\varphi})^2=2+2\cos\varphi\ge0\), whose average phase is 1.

The Lean code starts from the weight itself, not from the Hamiltonian. In `weight` the field is complex, so that zeros off the real axis can be discussed. In the integrals it is real and distributed by `gaussianReal 0 a`, whose second argument is the variance, a non-negative real of type `ℝ≥0`. The complex number `averagePhase m a` is \(S\).

## Zeros in the complex field plane

The theorem `weight_eq_zero_iff` says that \(D(\varphi)=0\) exactly when \(\varphi=im+(2k+1)\pi\) for some integer \(k\). A square vanishes only if its base does, so the condition is \(e^{m+i\varphi}=-1=e^{i\pi}\). Two exponentials agree exactly when their exponents differ by a multiple of \(2\pi i\):

\[
m+i\varphi=i\pi+2\pi i k .
\]

Multiplying by \(-i\) gives \(\varphi-im=(2k+1)\pi\). The Lean proof follows the same route: `Complex.exp_eq_exp_iff_exists_int` supplies the periodicity, and `linear_combination` carries out the multiplication by \(\mp i\) in the two directions. The zeros lie on the real axis only when \(m=0\).

## The two Gaussian means

On the real axis, \(|D|=|1+e^{m+i\varphi}|^2\), hence

\[
|D|=(1+e^m\cos\varphi)^2+e^{2m}\sin^2\varphi
=1+2e^m\cos\varphi+e^{2m}.
\]

This is `norm_weight`; its last step uses \(\sin^2\varphi+\cos^2\varphi=1\).

Both means now reduce to Fourier modes. Put \(g(t)=\langle e^{it\varphi}\rangle\). For \(a>0\), integration by parts against the Gaussian density gives \(\langle\varphi f(\varphi)\rangle=a\langle f'(\varphi)\rangle\), so

\[
g'(t)=i\langle\varphi e^{it\varphi}\rangle=-a t\,g(t),\qquad g(0)=1,
\]

and \(g(t)=e^{-at^2/2}\). For \(a=0\) the field is fixed at zero and the formula gives 1, as it should. In `mean_mode` this value comes from Mathlib's characteristic function of the normal distribution. The lemma `mean_modes` extends it to a constant plus two modes. Splitting the integral requires each term to be integrable, which holds because a mode is continuous and has modulus one.

Expanding the square gives \(D=1+2e^me^{i\varphi}+e^{2m}e^{2i\varphi}\), with modes \(t=1\) and \(t=2\). Thus

\[
\langle D\rangle=1+2e^{m-a/2}+e^{2m-2a},
\]

which is `mean_weight`. With the physical values of \(m\) and \(a\) it becomes \(1+2e^{\beta\mu}+e^{2\beta\mu-\beta U}\), the sum over the empty, singly and doubly occupied states.

For the modulus, \(2\cos\varphi=e^{i\varphi}+e^{-i\varphi}\) has modes \(t=\pm1\), each with mean \(e^{-a/2}\), so

\[
\langle|D|\rangle=1+2e^{m-a/2}+e^{2m}.
\]

In `mean_norm_weight` this real integral is first cast to a complex one, so that `mean_modes` applies to it too.

## Bounds on the one-site phase

Write \(A=1+2e^{m-a/2}\). For \(a>0\), `average_phase` states that

\[
S=\frac{A+e^{2m-2a}}{A+e^{2m}},\qquad 0<S<1.
\]

The equality is between complex numbers and shows that \(S\) is real; the inequalities are stated for the real quotient. All terms are positive, which gives the lower bound. The upper bound follows from \(e^{2m-2a}<e^{2m}\). In Lean, `positivity` settles the first, while `div_lt_one` and monotonicity of the exponential settle the second.

The numerator and the denominator differ only in their last term, \(e^{2m-2a}\) against \(e^{2m}\). This also gives a lower bound uniform in \(m\). With \(q=e^{-2a}<1\),

\[
(A+qe^{2m})-q(A+e^{2m})=(1-q)A>0,
\]

so \(S>e^{-2a}\). The theorem `exp_lt_average_phase` states this for the real part of `averagePhase m a`, and its `nlinarith` call receives the positive product \((1-q)A\) as a hint.

## Decoupled sites and sampling cost

For \(N\) sites without hopping, each with its own independent field, the total weight is \(\prod_i D(\varphi_i)\). In `latticePhase` the sites are indexed by `Fin N`, and `Measure.pi` is the joint distribution of the independent fields. Since the modulus of a product is the product of the moduli, both integrals factorise:

\[
S_N=\frac{\langle D\rangle^N}{\langle|D|\rangle^N}=S^N .
\]

For \(a>0\) this is the first part of `lattice_phase_decay`, where `integral_fintype_prod_eq_prod` performs the factorisation twice. For \(N=0\) both sides equal 1. The second part, \(S_N\to0\) as \(N\to\infty\), follows from \(|S|<1\).

In auxiliary-field Monte Carlo one can sample fields with probability density proportional to the Gaussian density times the modulus of the weight, and average the phase factor. At fixed \(m\) and \(a>0\), the number of independent samples needed to resolve that average at fixed relative accuracy grows like \(S^{-2N}\) for large \(N\) in this model of decoupled sites sampled jointly. Hopping would correlate the sites and spoil the factorisation, so the formula \(S_N=S^N\) is not a statement about the Hubbard lattice with hopping.

## Zero variance and a shifted mean

Positive variance is needed for the strict upper bound. At \(m=0\) and \(a=0\) the field is fixed at zero, \(D=4\), and \(S=4/4=1\). Then \(S<1\) fails, \(S>e^{-2a}\) fails as well, and \(S_N=1\) for every \(N\), so there is no decay.

Nor can the assumption of a centred field be dropped in general. Keep \(m=0\), but let \(\varphi=\pi+x\) with \(x\) centred normal of variance \(a=0.2\). The weight becomes \((1-e^{ix})^2\), and the same mode averages give

\[
S=\frac{1-2e^{-0.1}+e^{-0.4}}{2-2e^{-0.1}}\approx-0.73,
\]

which violates the lower bound \(S>0\). This example concerns the weight alone: the shift multiplies the contribution of \(n\) particles to \(\langle D\rangle\) by \((-1)^n\), so \(\langle D\rangle\) is no longer the partition function of the Hubbard atom.
